# A semi-infinite SSH chain with nonzero intercell hopping has a normalisable zero-energy state exactly when |t1| < |t2|

The theorem `exists_end_state_iff` concerns one particle on a semi-infinite, non-interacting SSH chain with real hoppings, `t1` within a cell and `t2` between cells, and no on-site energies. For `t2 ≠ 0`, it says that the zero-energy equations have a nonzero solution with a finite sum of squared moduli exactly when `|t1| < |t2|`. The amplitudes need not be normalised. The proof uses `cell_density`, by which the squared moduli in cell `j` add up to `‖A 0‖ ^ 2 * ((t1 / t2) ^ 2) ^ j`, so that the question becomes when a geometric series converges. For the converse it takes the explicit solution with amplitudes `(-t1/t2)^j` on the A sites and zero on the B sites.

Lean 4 with Mathlib refuses this proof:

```lean
import Mathlib

open Filter Topology

namespace SSHEndState

noncomputable section

/-- The Hamiltonian's output on the A sites of a semi-infinite SSH chain; the end site `A_0`
is coupled to `B_0` only. -/
def actA (t1 t2 : ℝ) (B : ℕ → ℂ) : ℕ → ℂ
  | 0 => t1 * B 0
  | j + 1 => t1 * B (j + 1) + t2 * B j

/-- The Hamiltonian's output on the B sites of the chain. -/
def actB (t1 t2 : ℝ) (A : ℕ → ℂ) (j : ℕ) : ℂ := t1 * A j + t2 * A (j + 1)

/-- The amplitudes `A`, `B` solve the Schrödinger equation of the chain at zero energy. -/
def IsZeroMode (t1 t2 : ℝ) (A B : ℕ → ℂ) : Prop :=
  (∀ j, actA t1 t2 B j = 0) ∧ ∀ j, actB t1 t2 A j = 0

variable {t1 t2 η : ℝ} {A B : ℕ → ℂ} {g : ℂ}

/-- Zero modes vanish on the B sites and form a geometric sequence with ratio `-t1/t2` on the
A sites. -/
theorem isZeroMode_iff (h2 : t2 ≠ 0) : IsZeroMode t1 t2 A B ↔
    (∀ j, B j = 0) ∧ ∀ j, A j = A 0 * (-((t1 : ℂ) / t2)) ^ j := by
  have c2 : (t2 : ℂ) ≠ 0 := by exact_mod_cast h2
  have e : (t2 : ℂ) * ((t1 : ℂ) / t2) = t1 := by field_simp
  constructor
  · rintro ⟨hA, hB⟩
    have hb : ∀ j, B j = 0 := by
      intro j
      by_cases h1 : t1 = 0
      · simpa [actA, h1, h2] using hA (j + 1)
      · induction j with
        | zero => simpa [actA, h1] using hA 0
        | succ j ih => simpa [actA, ih, h1] using hA (j + 1)
    refine ⟨hb, fun j => ?_⟩
    induction j with
    | zero => simp
    | succ j ih =>
      have h := hB j
      simp only [actB] at h
      have step : A (j + 1) = -((t1 : ℂ) / t2) * A j := by
        apply mul_left_cancel₀ c2
        linear_combination h + A j * e
      rw [step, ih, pow_succ]
      ring
  · rintro ⟨hb, ha⟩
    refine ⟨fun j => by cases j <;> simp [actA, hb], fun j => ?_⟩
    simp only [actB]
    rw [ha j, ha (j + 1), pow_succ]
    linear_combination (-(A 0 * (-((t1 : ℂ) / t2)) ^ j)) * e

/-- For `t2 ≠ 0`, the squared moduli of a zero mode in cell `j` add up to the squared modulus on the
end site times `(t1/t2)^(2j)`. -/
theorem cell_density (h2 : t2 ≠ 0) (h : IsZeroMode t1 t2 A B) (j : ℕ) :
    ‖A j‖ ^ 2 + ‖B j‖ ^ 2 = ‖A 0‖ ^ 2 * ((t1 / t2) ^ 2) ^ j := by
  obtain ⟨hb, ha⟩ := (isZeroMode_iff h2).1 h
  have e : (t1 / t2) ^ 2 = (|t1| / |t2|) ^ 2 := by rw [← abs_div, sq_abs]
  rw [hb j, ha j, e, norm_mul, norm_pow, norm_neg, norm_div, Complex.norm_real,
    Complex.norm_real, Real.norm_eq_abs, Real.norm_eq_abs, norm_zero]
  ring

/-- For `t2 ≠ 0`, the chain has a nonzero square-summable zero mode exactly when `|t1| < |t2|`. -/
theorem exists_end_state_iff (h2 : t2 ≠ 0) :
    (∃ A B : ℕ → ℂ, IsZeroMode t1 t2 A B ∧ (∃ j, A j ≠ 0 ∨ B j ≠ 0) ∧
      Summable fun j => ‖A j‖ ^ 2 + ‖B j‖ ^ 2) ↔ |t1| < |t2| := by
  have hr : (t1 / t2) ^ 2 < 1 ↔ |t1| < |t2| := by
    rw [div_pow, div_lt_one (by positivity), sq_lt_sq]
  rw [← hr]
  constructor
  · rintro ⟨A, B, h, ⟨j, hj⟩, hs⟩
    obtain ⟨hb, ha⟩ := (isZeroMode_iff h2).1 h
    have hA0 : A 0 ≠ 0 := by
      intro h0
      rcases hj with hj | hj
      · exact hj (by rw [ha j, h0, zero_mul])
      · exact hj (hb j)
    -- a geometric series converges only for ratio below one
    have hs' := hs.congr (fun j => (cell_density h2 h j).symm)
    have hg := (summable_mul_left_iff (pow_ne_zero 2 (norm_ne_zero_iff.2 hA0))).1 hs'
    have hn := summable_geometric_iff_norm_lt_one.1 hg
    rwa [Real.norm_of_nonneg (sq_nonneg _)] at hn
  · intro hlt
    have h : IsZeroMode t1 t2 (fun j => (-((t1 : ℂ) / t2)) ^ j) (fun _ => 0) :=
      (isZeroMode_iff h2).2 ⟨fun _ => rfl, fun j => by simp⟩
    refine ⟨_, _, h, ⟨0, Or.inl (by simp)⟩, ?_⟩
    exact ((summable_geometric_of_lt_one (sq_nonneg _) hlt).mul_left _).congr
      (fun j => cell_density h2 h j)

end

end SSHEndState
```

Compiling this gives:

```
Main.lean:82:35: error: Type mismatch
  Eq.symm (cell_density h2 h j)
has type
  ‖A 0‖ ^ 2 * ((t1 / t2) ^ 2) ^ j = ‖A j‖ ^ 2 + ‖B j‖ ^ 2
but is expected to have type
  ‖A j‖ ^ 2 + ‖B j‖ ^ 2 = ?m.240 j
Main.lean:91:16: error: Type mismatch
  cell_density h2 h j
has type
  ‖(-(↑t1 / ↑t2)) ^ j‖ ^ 2 + ‖0‖ ^ 2 = ‖(-(↑t1 / ↑t2)) ^ 0‖ ^ 2 * ((t1 / t2) ^ 2) ^ j
but is expected to have type
  ?m.317 * ((t1 / t2) ^ 2) ^ j = ‖(-(↑t1 / ↑t2)) ^ j‖ ^ 2 + ‖0‖ ^ 2
```

Diagnosis. Both errors come from an equation given to `Summable.congr` the wrong way round. Applied to a proof that `f` is summable, the lemma wants `f j = g j` for every `j`, with the known summable function on the left, and concludes that `g` is summable.

In the first error the known function is the cell density `‖A j‖ ^ 2 + ‖B j‖ ^ 2`, and the right side, `?m.240 j`, is still to be determined. `cell_density` already has the density on the left, but `.symm` moves it to the right. Dropping `.symm` cures this and lets Lean read off the geometric form as the new function.

In the second error the roles are exchanged: the geometric series is known to be summable, and the density is the goal. Here `cell_density` as it stands has the density on the left, where the geometric term is expected, so adding `.symm` gives the equation the required direction.

Lean accepts the file once it reads:

```diff
@@ -80,5 +80,5 @@
       · exact hj (hb j)
     -- a geometric series converges only for ratio below one
-    have hs' := hs.congr (fun j => (cell_density h2 h j).symm)
+    have hs' := hs.congr (fun j => cell_density h2 h j)
     have hg := (summable_mul_left_iff (pow_ne_zero 2 (norm_ne_zero_iff.2 hA0))).1 hs'
     have hn := summable_geometric_iff_norm_lt_one.1 hg
@@ -89,5 +89,5 @@
     refine ⟨_, _, h, ⟨0, Or.inl (by simp)⟩, ?_⟩
     exact ((summable_geometric_of_lt_one (sq_nonneg _) hlt).mul_left _).congr
-      (fun j => cell_density h2 h j)
+      (fun j => (cell_density h2 h j).symm)
 
 end
```
